# For an s Gaussian near a core, the p-channel radial integral vanishes as the square of the displacement

Take the s Gaussian $e^{-|\mathbf r-\mathbf A|^2}$, with the core at the origin and $A=|\mathbf A|$ small. Let $t$ be the cosine of the angle between $\mathbf r$ and $\mathbf A$. To first order in $A$,
$$e^{-|\mathbf r-\mathbf A|^2}\approx e^{-r^2}(1+2Art).$$
The term in $t$ is a p wave with amplitude proportional to $A$. The p channel of a semilocal core potential acts only on the p-wave part of an orbital about the core. Its diagonal matrix element for this Gaussian contains the amplitude twice, so it starts at $A^2$. The projection $\tfrac12\int_{-1}^1 t(\cdot)\,dt$ turns $2Art$ into $2Ar/3$. With the radial potential set to $1$, the radial integral is approximately
$$\frac{4A^2}{9}\int_0^\infty r^4e^{-2r^2}dr=\frac{\sqrt\pi}{6\cdot2^{5/2}}A^2 .$$

For an s Gaussian of exponent $a$, the first-order projection is $e^{-ar^2}x/3$ with $x=2aAr$. The exact projection is $e^{-a(r^2+A^2)}i_1(x)$, where $i_1(x)=(x\cosh x-\sinh x)/x^2$ is the modified spherical Bessel function of order one. The quantity to control is
$$J(p,k,l)=\int_0^\infty r^2e^{-pr^2}\,i_1(kr)\,i_1(lr)\,dr,$$
which is `pChannel p k l` in Lean, with `Ioi (0 : ℝ)` as the half line $r>0$. Lean's division by zero gives `i1` the value $0$ at $x=0$, which is also the correct limit.

```lean
import Mathlib

open Set Filter MeasureTheory
open scoped Real Topology

namespace SemilocalSmallDisplacement

noncomputable section

/-- The modified spherical Bessel function of order one, `(x cosh x - sinh x) / x²` for `x ≠ 0`;
at `x = 0` it has the value `0`, which is its limit there. -/
def i1 (x : ℝ) : ℝ := (x * Real.cosh x - Real.sinh x) / x ^ 2

/-- The radial p-channel integral over `r > 0` of `r² exp(-p r²) i1(k r) i1(l r)`. -/
def pChannel (p k l : ℝ) : ℝ :=
  ∫ r in Ioi (0 : ℝ), r ^ 2 * Real.exp (-p * r ^ 2) * (i1 (k * r) * i1 (l * r))
```

## An s function, seen from the core

The orbital is an unnormalised s Gaussian of exponent $a$. Since $|\mathbf r-\mathbf A|^2=r^2+A^2-2rAt$, it equals $e^{-a(r^2+A^2)}e^{xt}$ with $x=2aAr$. For $x\neq0$, an antiderivative of $te^{xt}$ is $(t/x-1/x^2)e^{xt}$, so
$$\frac12\int_{-1}^1te^{xt}dt=\frac{\cosh x}{x}-\frac{\sinh x}{x^2}=i_1(x).$$

`legendre_projection` treats $x=0$ separately, then differentiates this antiderivative and evaluates it at the endpoints. `gaussian_projection` takes the factor independent of $t$ out of the integral. Neither needs a sign condition.

```lean
/-- The function `i1` is the p-wave Legendre projection of the exponential `exp(x t)`,
where `t` is the cosine of the polar angle. -/
theorem legendre_projection (x : ℝ) :
    1 / 2 * ∫ t in (-1 : ℝ)..1, t * Real.exp (x * t) = i1 x := by
  by_cases hx : x = 0
  · subst hx
    simp [i1]
  have hx' : x * x⁻¹ = 1 := mul_inv_cancel₀ hx
  -- an explicit antiderivative
  have hd : ∀ t : ℝ, HasDerivAt (fun t : ℝ => (t / x - 1 / x ^ 2) * Real.exp (x * t))
      (t * Real.exp (x * t)) t := by
    intro t
    have h1 : HasDerivAt (fun t : ℝ => t / x - 1 / x ^ 2) (1 / x) t :=
      ((hasDerivAt_id' t).div_const x).sub_const _
    have h2 : HasDerivAt (fun t : ℝ => Real.exp (x * t)) (Real.exp (x * t) * (x * 1)) t :=
      ((hasDerivAt_id' t).const_mul x).exp
    exact (h1.fun_mul h2).congr_deriv (by
      linear_combination (t * Real.exp (x * t) - Real.exp (x * t) * x⁻¹) * hx')
  rw [intervalIntegral.integral_eq_sub_of_hasDerivAt (fun t _ => hd t)
    (Continuous.intervalIntegrable (by fun_prop) _ _), i1, Real.cosh_eq, Real.sinh_eq]
  simp only [mul_one, mul_neg]
  linear_combination (-(Real.exp x + Real.exp (-x)) / 2 * x⁻¹) * hx'

/-- The p-wave projection, at distance `r` from the core, of an s Gaussian of exponent `a`
centred at distance `A` from the core is `exp(-a (r² + A²)) i1(2 a A r)`. -/
theorem gaussian_projection (a A r : ℝ) :
    1 / 2 * ∫ t in (-1 : ℝ)..1, t * Real.exp (-a * (r ^ 2 + A ^ 2 - 2 * r * A * t))
      = Real.exp (-a * (r ^ 2 + A ^ 2)) * i1 (2 * a * A * r) := by
  have e : ∀ t : ℝ, t * Real.exp (-a * (r ^ 2 + A ^ 2 - 2 * r * A * t))
      = Real.exp (-a * (r ^ 2 + A ^ 2)) * (t * Real.exp (2 * a * A * r * t)) := by
    intro t
    rw [show -a * (r ^ 2 + A ^ 2 - 2 * r * A * t)
      = -a * (r ^ 2 + A ^ 2) + 2 * a * A * r * t by ring, Real.exp_add]
    ring
  simp_rw [e]
  rw [intervalIntegral.integral_const_mul, ← legendre_projection]
  ring
```

The s character is what removes the term of order $A^0$: a p Gaussian already has a p-wave part when it sits on the core.

For a radial potential $e^{-\zeta r^2}$ and two s Gaussians of exponents $a,b$ on the same centre, the radial exponent is $p=a+b+\zeta$. Summing over the three p functions gives the matrix element $12\pi e^{-(a+b)A^2}J(p,2aA,2bA)$. The file treats $p$ as an independent parameter and leaves out this prefactor, whose exponential tends to $1$.

## Positive exponents and a positive distance

The conditions $a,b>0$ make the orbitals decay, and $A>0$ is a distance. Together with $r>0$ they make the Bessel arguments positive, which is where the derivation uses them. For $x>0$,
$$\frac x3\le i_1(x)\le\frac x3e^{x^2/2}.$$

For the lower bound, $x\cosh x-\sinh x-x^3/3$ vanishes at $0$ and has derivative $x(\sinh x-x)\ge0$. For the upper bound, $\tfrac{x^3}{3}\cosh x-(x\cosh x-\sinh x)$ vanishes at $0$ and has derivative
$$x(x\cosh x-\sinh x)+\frac{x^3}{3}\sinh x\ge0.$$
Dividing by $x^2$ gives $i_1(x)\le\frac x3\cosh x$. Comparing the power series term by term gives $\cosh x\le e^{x^2/2}$, because $(2n)!\ge2^nn!$.

In Lean, `nonneg_of_deriv` supplies the monotonicity argument, `cubic_le` the first comparison, and `i1_bounds` the second comparison and the division.

```lean
/-- A function that is differentiable on all of `ℝ`, vanishes at the origin and has a nonnegative
derivative at all positive points is nonnegative on the half line `x ≥ 0`. -/
theorem nonneg_of_deriv {f f' : ℝ → ℝ} (h0 : f 0 = 0) (hd : ∀ x, HasDerivAt f (f' x) x)
    (hf : ∀ x, 0 < x → 0 ≤ f' x) {x : ℝ} (hx : 0 ≤ x) : 0 ≤ f x := by
  have hm : MonotoneOn f (Ici 0) := monotoneOn_of_deriv_nonneg (convex_Ici 0)
    (fun y _ => (hd y).continuousAt.continuousWithinAt)
    (fun y _ => (hd y).differentiableAt.differentiableWithinAt)
    (fun y hy => by
      rw [interior_Ici] at hy
      rw [(hd y).deriv]
      exact hf y hy)
  have h := hm (mem_Ici.2 le_rfl) (mem_Ici.2 hx) hx
  rwa [h0] at h

/-- For `x ≥ 0` the numerator `x cosh x - sinh x` of `i1` is at least its leading term `x³/3`. -/
theorem cubic_le {x : ℝ} (hx : 0 ≤ x) :
    x * x * x / 3 ≤ x * Real.cosh x - Real.sinh x := by
  have h : 0 ≤ x * Real.cosh x - Real.sinh x - x * x * x / 3 :=
    nonneg_of_deriv (f := fun y => y * Real.cosh y - Real.sinh y - y * y * y / 3)
      (f' := fun y => y * Real.sinh y - y * y) (by simp)
      (fun y => ((((hasDerivAt_id' y).fun_mul (Real.hasDerivAt_cosh y)).fun_sub
        (Real.hasDerivAt_sinh y)).fun_sub ((((hasDerivAt_id' y).fun_mul
        (hasDerivAt_id' y)).fun_mul (hasDerivAt_id' y)).div_const 3)).congr_deriv (by ring))
      (fun y hy => by
        have := mul_le_mul_of_nonneg_left (Real.self_le_sinh_iff.2 hy.le) hy.le
        linarith) hx
  linarith

/-- For `x > 0` the Bessel function `i1(x)` lies between its leading term `x/3` and
`(x/3) exp(x²/2)`. -/
theorem i1_bounds {x : ℝ} (hx : 0 < x) :
    x / 3 ≤ i1 x ∧ i1 x ≤ x / 3 * Real.exp (x ^ 2 / 2) := by
  have hx2 : 0 < x ^ 2 := by positivity
  constructor
  · rw [i1, le_div_iff₀ hx2]
    linear_combination cubic_le hx.le
  · have h : 0 ≤ x * x * x / 3 * Real.cosh x - (x * Real.cosh x - Real.sinh x) :=
      nonneg_of_deriv
        (f := fun y => y * y * y / 3 * Real.cosh y - (y * Real.cosh y - Real.sinh y))
        (f' := fun y => y * (y * Real.cosh y - Real.sinh y) + y * y * y / 3 * Real.sinh y)
        (by simp)
        (fun y => ((((((hasDerivAt_id' y).fun_mul (hasDerivAt_id' y)).fun_mul
          (hasDerivAt_id' y)).div_const 3).fun_mul (Real.hasDerivAt_cosh y)).fun_sub
          (((hasDerivAt_id' y).fun_mul (Real.hasDerivAt_cosh y)).fun_sub
          (Real.hasDerivAt_sinh y))).congr_deriv (by ring))
        (fun y hy => by
          have h1 : 0 ≤ y * Real.cosh y - Real.sinh y :=
            le_trans (by positivity) (cubic_le hy.le)
          have h2 : 0 ≤ Real.sinh y := Real.sinh_nonneg_iff.2 hy.le
          positivity) hx.le
    have hc : i1 x ≤ x / 3 * Real.cosh x := by
      rw [i1, div_le_iff₀ hx2]
      linear_combination h
    exact hc.trans (mul_le_mul_of_nonneg_left (Real.cosh_le_exp_half_sq x) (by positivity))
```

Because $i_1$ is odd, both bounds reverse for negative $x$. Likewise, the bounds on $J$ below reverse if $k$ and $l$ have opposite signs. The limit itself would survive a change of sign of $a$ or $b$, since both sides change sign together; positivity serves the inequalities and the physical reading.

## A decaying radial weight: $p>0$

The combined decay of potential and orbitals is represented by $p>0$. By hand it enters through the fourth moment. With $u=pr^2$,
$$\int_0^\infty r^4e^{-pr^2}dr=\frac{\Gamma(5/2)}{2p^{5/2}}=\frac{3\sqrt\pi}{8p^{5/2}}.$$

`fourth_moment` specialises Mathlib's Gamma-function integral and applies the recurrence twice to reach $\Gamma(1/2)=\sqrt\pi$.

```lean
/-- For `p > 0` the integral of `r⁴ exp(-p r²)` over `r > 0` is `3 √π / (8 p^(5/2))`. -/
theorem fourth_moment {p : ℝ} (hp : 0 < p) :
    ∫ r in Ioi (0 : ℝ), r ^ 4 * Real.exp (-p * r ^ 2) = 3 * √π / (8 * p ^ (5 / 2 : ℝ)) := by
  have h := integral_rpow_mul_exp_neg_mul_rpow (p := 2) (q := 4) (b := p)
    (by norm_num) (by norm_num) hp
  simp only [Real.rpow_ofNat] at h
  rw [h, show ((4 : ℝ) + 1) / 2 = 1 / 2 + 1 + 1 by norm_num,
    Real.Gamma_add_one (by norm_num), Real.Gamma_add_one (by norm_num),
    Real.Gamma_one_half_eq, show -((4 : ℝ) + 1) / 2 = -(5 / 2) by norm_num,
    Real.rpow_neg hp.le]
  ring
```

If $p\le0$ and $k,l>0$, the lower bound on $i_1$ makes the integrand at least $klr^4/9$, so the radial integral diverges.

## A displacement small enough for the upper bound

At finite displacement, `pChannel_bounds` also assumes $(k^2+l^2)/2<p$. For the two Gaussians this reads $2(a^2+b^2)A^2<p$: the displacement is small on the length scale set by the exponents. Write $q=p-(k^2+l^2)/2$. Multiplying the bounds on $i_1(kr)$ and $i_1(lr)$ gives
$$\frac{kl}{9}r^4e^{-pr^2}\le r^2e^{-pr^2}i_1(kr)i_1(lr)\le\frac{kl}{9}r^4e^{-qr^2},$$
and integration gives
$$\frac{kl\sqrt\pi}{24p^{5/2}}\le J(p,k,l)\le\frac{kl\sqrt\pi}{24q^{5/2}}.$$

The proof follows the same order. `hI` evaluates the two comparison integrals, `hint` shows that they converge, and `hlo` and `hup` are the pointwise inequalities. The integrand is measurable and dominated by the upper function, which yields its integrability `hJ`; `setIntegral_mono_on` then integrates each inequality.

```lean
/-- For `k, l > 0` and `(k² + l²)/2 < p`, the p-channel integral is at least
`k l √π / (24 p^(5/2))` and at most the same expression with `p` lowered by `(k² + l²)/2`. -/
theorem pChannel_bounds {p k l : ℝ} (hk : 0 < k) (hl : 0 < l)
    (hq : 0 < p - (k ^ 2 + l ^ 2) / 2) :
    k * l * √π / (24 * p ^ (5 / 2 : ℝ)) ≤ pChannel p k l ∧
    pChannel p k l ≤ k * l * √π / (24 * (p - (k ^ 2 + l ^ 2) / 2) ^ (5 / 2 : ℝ)) := by
  have hp : 0 < p := by nlinarith [sq_nonneg k, sq_nonneg l]
  have hI : ∀ s : ℝ, 0 < s → ∫ r in Ioi (0 : ℝ), k * l / 9 * (r ^ 4 * Real.exp (-s * r ^ 2))
      = k * l * √π / (24 * s ^ (5 / 2 : ℝ)) := by
    intro s hs
    rw [integral_const_mul, fourth_moment hs]
    ring
  have hint : ∀ s : ℝ, 0 < s →
      IntegrableOn (fun r : ℝ => k * l / 9 * (r ^ 4 * Real.exp (-s * r ^ 2))) (Ioi 0) := by
    intro s hs
    have h := integrableOn_rpow_mul_exp_neg_mul_sq hs (s := 4) (by norm_num)
    simp only [Real.rpow_ofNat] at h
    exact h.const_mul _
  -- pointwise bounds on the integrand
  have hlo : ∀ r ∈ Ioi (0 : ℝ), k * l / 9 * (r ^ 4 * Real.exp (-p * r ^ 2))
      ≤ r ^ 2 * Real.exp (-p * r ^ 2) * (i1 (k * r) * i1 (l * r)) := by
    intro r hr
    have hr : 0 < r := hr
    have h1 := (i1_bounds (mul_pos hk hr)).1
    have h2 := (i1_bounds (mul_pos hl hr)).1
    have h3 := mul_le_mul h1 h2 (by positivity) (le_trans (by positivity) h1)
    refine le_trans (le_of_eq ?_) (mul_le_mul_of_nonneg_left h3
      (by positivity : 0 ≤ r ^ 2 * Real.exp (-p * r ^ 2)))
    ring
  have hup : ∀ r ∈ Ioi (0 : ℝ), r ^ 2 * Real.exp (-p * r ^ 2) * (i1 (k * r) * i1 (l * r))
      ≤ k * l / 9 * (r ^ 4 * Real.exp (-(p - (k ^ 2 + l ^ 2) / 2) * r ^ 2)) := by
    intro r hr
    have hr : 0 < r := hr
    have h1 := i1_bounds (mul_pos hk hr)
    have h2 := i1_bounds (mul_pos hl hr)
    have h3 := mul_le_mul h1.2 h2.2 (le_trans (by positivity) h2.1) (by positivity)
    refine (mul_le_mul_of_nonneg_left h3
      (by positivity : 0 ≤ r ^ 2 * Real.exp (-p * r ^ 2))).trans (le_of_eq ?_)
    rw [show -(p - (k ^ 2 + l ^ 2) / 2) * r ^ 2
      = -p * r ^ 2 + ((k * r) ^ 2 / 2 + (l * r) ^ 2 / 2) by ring, Real.exp_add, Real.exp_add]
    ring
  -- the integrand is measurable and dominated, hence integrable
  have hmi : Measurable i1 :=
    ((measurable_id.mul Real.continuous_cosh.measurable).sub
      Real.continuous_sinh.measurable).div (measurable_id.pow_const 2)
  have hm : Measurable (fun r : ℝ =>
      r ^ 2 * Real.exp (-p * r ^ 2) * (i1 (k * r) * i1 (l * r))) := by
    have h0 : Measurable (fun r : ℝ => r ^ 2 * Real.exp (-p * r ^ 2)) :=
      Continuous.measurable (by fun_prop)
    exact h0.mul ((hmi.comp (measurable_const_mul k)).mul (hmi.comp (measurable_const_mul l)))
  have hJ : IntegrableOn (fun r : ℝ =>
      r ^ 2 * Real.exp (-p * r ^ 2) * (i1 (k * r) * i1 (l * r))) (Ioi 0) := by
    refine Integrable.mono' (hint _ hq) hm.aestronglyMeasurable ?_
    refine (ae_restrict_iff' measurableSet_Ioi).2 (Eventually.of_forall fun r hr => ?_)
    have hr' : 0 < r := hr
    rw [Real.norm_of_nonneg (le_trans (by positivity) (hlo r hr))]
    exact hup r hr
  constructor
  · rw [← hI p hp]
    exact setIntegral_mono_on (hint p hp) hJ measurableSet_Ioi hlo
  · rw [← hI _ hq]
    exact setIntegral_mono_on hJ (hint _ hq) measurableSet_Ioi hup
```

If $q\le0$, the dominating integral diverges and this estimate gives no upper bound. For $p>0$, $J$ itself remains finite, because $i_1$ grows only exponentially while the weight decays as a Gaussian.

## Approaching the core: $A\to0^+$

The limit needs no separate smallness assumption, since $2(a^2+b^2)A^2<p$ holds once $A$ is close enough to $0$. Put $k=2aA$ and $l=2bA$, so that $kl=4abA^2$, and divide by $A^2$:
$$\frac{ab\sqrt\pi}{6p^{5/2}}\le\frac{J(p,2aA,2bA)}{A^2}\le\frac{ab\sqrt\pi}{6\,[p-2(a^2+b^2)A^2]^{5/2}}.$$
The right side tends to the left side, which proves the limit.

In `pChannel_small_displacement`, the filter `𝓝[>] 0` expresses approach through positive distances. `hq` sends the lowered exponent back to $p$, `hev` says that it is eventually positive, and `hup` gives the limit of the upper bound. The squeeze theorem finishes the argument.

```lean
/-- For two s Gaussians of exponents `a, b > 0` on a common centre at distance `A` from the core,
and `p > 0`, the p-channel radial integral divided by `A²` tends to `a b √π / (6 p^(5/2))`
as `A` tends to `0` from above. -/
theorem pChannel_small_displacement {p a b : ℝ} (hp : 0 < p) (ha : 0 < a) (hb : 0 < b) :
    Tendsto (fun A : ℝ => pChannel p (2 * a * A) (2 * b * A) / A ^ 2) (𝓝[>] 0)
      (𝓝 (a * b * √π / (6 * p ^ (5 / 2 : ℝ)))) := by
  -- the lowered exponent of the upper bound returns to p
  have hq : Tendsto (fun A : ℝ => p - ((2 * a * A) ^ 2 + (2 * b * A) ^ 2) / 2)
      (𝓝[>] 0) (𝓝 p) := by
    have hc : Continuous (fun A : ℝ => p - ((2 * a * A) ^ 2 + (2 * b * A) ^ 2) / 2) := by
      fun_prop
    have h0 : p - ((2 * a * 0) ^ 2 + (2 * b * 0) ^ 2) / 2 = p := by ring
    have h := hc.tendsto 0
    rw [h0] at h
    exact h.mono_left nhdsWithin_le_nhds
  have hev : ∀ᶠ A : ℝ in 𝓝[>] 0, 0 < p - ((2 * a * A) ^ 2 + (2 * b * A) ^ 2) / 2 :=
    hq.eventually (lt_mem_nhds hp)
  have hup : Tendsto (fun A : ℝ => a * b * √π /
      (6 * (p - ((2 * a * A) ^ 2 + (2 * b * A) ^ 2) / 2) ^ (5 / 2 : ℝ))) (𝓝[>] 0)
      (𝓝 (a * b * √π / (6 * p ^ (5 / 2 : ℝ)))) :=
    tendsto_const_nhds.div (tendsto_const_nhds.mul (hq.rpow_const (Or.inl hp.ne')))
      (by positivity)
  refine tendsto_of_tendsto_of_tendsto_of_le_of_le' tendsto_const_nhds hup ?_ ?_
  · filter_upwards [hev, self_mem_nhdsWithin] with A h hA
    have hA : 0 < A := hA
    rw [le_div_iff₀ (by positivity)]
    refine le_trans (le_of_eq ?_)
      (pChannel_bounds (by positivity : 0 < 2 * a * A) (by positivity : 0 < 2 * b * A) h).1
    ring
  · filter_upwards [hev, self_mem_nhdsWithin] with A h hA
    have hA : 0 < A := hA
    rw [div_le_iff₀ (by positivity)]
    refine (pChannel_bounds (by positivity : 0 < 2 * a * A)
      (by positivity : 0 < 2 * b * A) h).2.trans (le_of_eq ?_)
    ring
```

Without $A\neq0$ the quotient would be $0/0$; the one-sided filter excludes that point. Setting $b=a$ gives the single-Gaussian statement
$$\lim_{A\to0^+}\frac1{A^2}\int_0^\infty r^2e^{-pr^2}i_1(2aAr)^2dr=\frac{a^2\sqrt\pi}{6p^{5/2}},$$
which `single_gaussian_small_displacement` obtains by rewriting the square as a product.

```lean
/-- For a single s Gaussian of exponent `a > 0` at distance `A` from the core, and `p > 0`, the
integral of `r² exp(-p r²) i1(2 a A r)²` over `r > 0`, divided by `A²`, tends to
`a² √π / (6 p^(5/2))` as `A` tends to `0` from above. -/
theorem single_gaussian_small_displacement {p a : ℝ} (hp : 0 < p) (ha : 0 < a) :
    Tendsto (fun A : ℝ =>
      (∫ r in Ioi (0 : ℝ), r ^ 2 * Real.exp (-p * r ^ 2) * i1 (2 * a * A * r) ^ 2) / A ^ 2)
      (𝓝[>] 0) (𝓝 (a ^ 2 * √π / (6 * p ^ (5 / 2 : ℝ)))) := by
  have e : ∀ A r : ℝ, i1 (2 * a * A * r) ^ 2 = i1 (2 * a * A * r) * i1 (2 * a * A * r) :=
    fun _ _ => sq _
  have h := pChannel_small_displacement hp ha ha
  rw [← sq a] at h
  refine h.congr fun A => ?_
  simp only [pChannel, e]

end

end SemilocalSmallDisplacement
```

```lean
#print axioms SemilocalSmallDisplacement.gaussian_projection
#print axioms SemilocalSmallDisplacement.pChannel_small_displacement
#print axioms SemilocalSmallDisplacement.single_gaussian_small_displacement
```

```
'SemilocalSmallDisplacement.gaussian_projection' depends on axioms: [propext, Classical.choice, Quot.sound]
'SemilocalSmallDisplacement.pChannel_small_displacement' depends on axioms: [propext, Classical.choice, Quot.sound]
'SemilocalSmallDisplacement.single_gaussian_small_displacement' depends on axioms: [propext, Classical.choice, Quot.sound]
```

For a normalised orbital, multiply by $(2a/\pi)^{3/2}$ and the prefactor above. With $p=2a+\zeta$, the leading p-channel matrix element of $e^{-\zeta r^2}$ is
$$aA^2\left(\frac{2a}{2a+\zeta}\right)^{5/2}.$$
This conversion is done by hand from the limit. It can serve as a small-displacement check on code for semilocal effective-core-potential integrals, for one s primitive and one Gaussian potential term without a power of $r$ in front.
